# Second-order Brillouin–Wigner theory is not size consistent

Two molecules so far apart that they no longer interact should have a total energy equal to the sum of their separate energies. Second-order Brillouin–Wigner perturbation theory fails this requirement. If each fragment starts from a nondegenerate unperturbed ground state, has a negative energy shift in this theory, and at least one of these states is coupled to an excited state, then the energy shift computed for the pair lies strictly above the sum of the separate shifts.

Each fragment has finitely many unperturbed states, indexed by `m` and `n`.

In Lean 4 with Mathlib:

```lean
import Mathlib

open scoped Kronecker

namespace BrillouinWignerSizeConsistency

noncomputable section

variable {m n : Type*} [Fintype m] [DecidableEq m] [Fintype n] [DecidableEq n]
```

## The equation for one fragment

Let $e_k$ be the unperturbed levels of the first fragment, $V$ its perturbation matrix and $o$ its reference state. For an energy shift $\varepsilon$, measured from $e_o$, define

$$S_A(\varepsilon)=\sum_{k\ne o}\frac{|V_{ko}|^2}{e_k-e_o-\varepsilon}.$$

With this sign convention the second-order energy is $-S_A$.

```lean
/-- The second-order sum `∑ |V k o|² / (e k - e o - ε)` over all states `k` other than the
reference `o`, for energy shifts `ε` that differ from every excitation energy `e k - e o`. -/
def secondOrder (e : m → ℝ) (V : Matrix m m ℂ) (o : m) (ε : ℝ) : ℝ :=
  ∑ k with k ≠ o, ‖V k o‖ ^ 2 / (e k - e o - ε)
```

The shift appears on both sides of the Brillouin–Wigner equation, $\varepsilon=\mathrm{Re}\,V_{oo}-S_A(\varepsilon)$. For a Hermitian $V$ the diagonal element is already real; hermiticity is not assumed, since only the column $V_{ko}$ enters.

```lean
/-- The second-order Brillouin-Wigner equation for the energy shift `ε` of the reference `o`,
for `ε` that differ from every excitation energy: first-order term minus second-order sum,
the latter taken at the shift `ε` itself. -/
def IsBWShift (e : m → ℝ) (V : Matrix m m ℂ) (o : m) (ε : ℝ) : Prop :=
  ε = (V o o).re - secondOrder e V o ε
```

Two conditions on the reference are used: it is the lowest unperturbed level, with no degeneracy, and the perturbation connects it to some other state.

```lean
/-- The reference state lies strictly below all other unperturbed levels. -/
def IsGround (e : m → ℝ) (o : m) : Prop := ∀ k, k ≠ o → e o < e k

/-- The perturbation couples the reference state to at least one other state. -/
def Coupled (V : Matrix m m ℂ) (o : m) : Prop := ∃ k, k ≠ o ∧ V k o ≠ 0
```

## Two fragments without interaction

The second fragment has levels $f_l$, perturbation $W$, reference $p$ and second-order sum $S_B$. The states of the pair are products $(k,l)$ with levels $e_k+f_l$.

```lean
/-- Unperturbed levels of two fragments taken together. -/
def totalLevels (e : m → ℝ) (f : n → ℝ) : m × n → ℝ := fun s => e s.1 + f s.2
```

The perturbation is $V\otimes 1+1\otimes W$, with no term that acts on both fragments at once. Treating distant molecules this way also ignores antisymmetry between electrons on different fragments, a step that the hypotheses leave to physical judgement.

```lean
/-- The perturbation `V ⊗ 1 + 1 ⊗ W` of two fragments that do not interact. -/
def totalPerturbation (V : Matrix m m ℂ) (W : Matrix n n ℂ) : Matrix (m × n) (m × n) ℂ :=
  V ⊗ₖ (1 : Matrix n n ℂ) + (1 : Matrix m m ℂ) ⊗ₖ W
```

The matrix element from the product reference is $V_{ko}\,\delta_{lp}+\delta_{ko}\,W_{lp}$, so it vanishes when both fragments are excited. If only the first is excited, the denominator is $(e_k+f_p)-(e_o+f_p)-\varepsilon=e_k-e_o-\varepsilon$, and likewise for the second. The sum for the pair is therefore $S_A(\varepsilon)+S_B(\varepsilon)$. In the proof, `hA` and `hB` write the fragment sums as double sums, which are then compared term by term in the four cases $k=o$ or not, $l=p$ or not.

```lean
variable {e : m → ℝ} {f : n → ℝ} {V : Matrix m m ℂ} {W : Matrix n n ℂ} {o : m} {p : n}

/-- The second-order sum of the composite is the sum of those of the fragments, all taken at
the same energy shift. -/
theorem secondOrder_total (e : m → ℝ) (f : n → ℝ) (V : Matrix m m ℂ) (W : Matrix n n ℂ)
    (o : m) (p : n) (ε : ℝ) :
    secondOrder (totalLevels e f) (totalPerturbation V W) (o, p) ε
      = secondOrder e V o ε + secondOrder f W p ε := by
  simp only [secondOrder, Finset.sum_filter, Fintype.sum_prod_type]
  -- write each fragment sum as a double sum with the other fragment in its reference state
  have hA : (∑ k, if k ≠ o then ‖V k o‖ ^ 2 / (e k - e o - ε) else 0)
      = ∑ k, ∑ l, if l = p then
          (if k ≠ o then ‖V k o‖ ^ 2 / (e k - e o - ε) else 0) else 0 := by
    simp only [Finset.sum_ite_eq', Finset.mem_univ, if_true]
  have hB : (∑ l, if l ≠ p then ‖W l p‖ ^ 2 / (f l - f p - ε) else 0)
      = ∑ k, ∑ l, if k = o then
          (if l ≠ p then ‖W l p‖ ^ 2 / (f l - f p - ε) else 0) else 0 := by
    rw [Finset.sum_comm]
    simp only [Finset.sum_ite_eq', Finset.mem_univ, if_true]
  rw [hA, hB, ← Finset.sum_add_distrib]
  refine Finset.sum_congr rfl fun k _ => ?_
  rw [← Finset.sum_add_distrib]
  refine Finset.sum_congr rfl fun l _ => ?_
  by_cases hk : k = o <;> by_cases hl : l = p <;>
    simp [totalLevels, totalPerturbation, hk, hl]
```

The first-order terms add too, so a shift $z$ of the pair satisfies

$$z=\mathrm{Re}\,V_{oo}+\mathrm{Re}\,W_{pp}-S_A(z)-S_B(z).$$

Both sums are taken at the total shift $z$, whereas separate calculations use each fragment's own shift.

```lean
/-- The Brillouin-Wigner equation of the composite contains the first-order terms and the
second-order sums of both fragments, at one common energy shift. -/
theorem isBWShift_total (z : ℝ) :
    IsBWShift (totalLevels e f) (totalPerturbation V W) (o, p) z ↔
      z = (V o o).re + (W p p).re - (secondOrder e V o z + secondOrder f W p z) := by
  have hd : (totalPerturbation V W (o, p) (o, p)).re = (V o o).re + (W p p).re := by
    simp [totalPerturbation]
  unfold IsBWShift
  rw [secondOrder_total, hd]
```

## How the sums depend on the shift

From here on, the reference of each fragment is its lowest unperturbed level, with no degeneracy. If $s\le t\le 0$, then $e_k-e_o-s\ge e_k-e_o-t>0$ for every $k\ne o$. Each term at $s$ is at most the term at $t$, hence $S_A(s)\le S_A(t)$.

```lean
/-- For a reference below all other levels, the second-order sum does not decrease when a
nonpositive energy shift is raised to another nonpositive one. -/
theorem secondOrder_mono (he : IsGround e o) {s t : ℝ} (hst : s ≤ t) (ht : t ≤ 0) :
    secondOrder e V o s ≤ secondOrder e V o t := by
  refine Finset.sum_le_sum fun k hk => ?_
  have hgap := he k (Finset.mem_filter.mp hk).2
  exact div_le_div_of_nonneg_left (by positivity) (by linarith) (by linarith)
```

If $s<t\le0$ and $V_{jo}\ne0$ for some $j\ne o$, the term for $j$ increases strictly, and so does the sum.

```lean
/-- For a reference below all other levels and coupled to one of them, the second-order sum strictly
increases with the energy shift, for nonpositive shifts. -/
theorem secondOrder_strictMono (he : IsGround e o) (hc : Coupled V o) {s t : ℝ}
    (hst : s < t) (ht : t ≤ 0) : secondOrder e V o s < secondOrder e V o t := by
  obtain ⟨j, hj, hVj⟩ := hc
  refine Finset.sum_lt_sum (fun k hk => ?_)
    ⟨j, Finset.mem_filter.mpr ⟨Finset.mem_univ _, hj⟩, ?_⟩
  · have hgap := he k (Finset.mem_filter.mp hk).2
    exact div_le_div_of_nonneg_left (by positivity) (by linarith) (by linarith)
  · have hgap := he j hj
    exact div_lt_div_of_pos_left (pow_pos (norm_pos_iff.mpr hVj) 2) (by linarith) (by linarith)
```

The same term makes the sum positive at every nonpositive shift.

```lean
/-- For a reference below all other levels and coupled to one of them, the second-order sum is
positive at every nonpositive energy shift. -/
theorem secondOrder_pos (he : IsGround e o) (hc : Coupled V o) {t : ℝ} (ht : t ≤ 0) :
    0 < secondOrder e V o t := by
  obtain ⟨j, hj, hVj⟩ := hc
  refine Finset.sum_pos' (fun k hk => ?_)
    ⟨j, Finset.mem_filter.mpr ⟨Finset.mem_univ _, hj⟩, ?_⟩
  · have hgap := he k (Finset.mem_filter.mp hk).2
    exact div_nonneg (by positivity) (by linarith)
  · have hgap := he j hj
    exact div_pos (pow_pos (norm_pos_iff.mpr hVj) 2) (by linarith)
```

## A negative shift exists

Suppose the reference is coupled and $\mathrm{Re}\,V_{oo}\le0$. Put $h(t)=t-\mathrm{Re}\,V_{oo}+S_A(t)$ and $M=S_A(0)-\mathrm{Re}\,V_{oo}>0$. Then

$$h(-M)=S_A(-M)-S_A(0)\le0,\qquad h(0)=M>0.$$

All denominators are positive on $[-M,0]$, so $h$ is continuous there and has a negative zero by the intermediate value theorem. It is the only one, because $t$ increases strictly and $S_A$ does not decrease.

```lean
/-- A reference below all other levels, coupled to one of them and with nonpositive first-order
term, has exactly one negative second-order Brillouin-Wigner shift. -/
theorem existsUnique_negative_shift (he : IsGround e o) (hc : Coupled V o)
    (hV : (V o o).re ≤ 0) : ∃! x : ℝ, x < 0 ∧ IsBWShift e V o x := by
  have hpos := secondOrder_pos he hc le_rfl
  obtain ⟨M, hM⟩ : ∃ M, M = secondOrder e V o 0 - (V o o).re := ⟨_, rfl⟩
  have hM0 : -M ≤ 0 := by linarith
  have hcont : ContinuousOn (fun t => t - (V o o).re + secondOrder e V o t)
      (Set.Icc (-M) 0) := by
    unfold secondOrder
    refine ContinuousOn.add (by fun_prop) (continuousOn_finsetSum _ fun k hk =>
      ContinuousOn.div continuousOn_const (by fun_prop) fun t ht => ?_)
    have hgap := he k (Finset.mem_filter.mp hk).2
    have ht0 := ht.2
    exact (by linarith : (0 : ℝ) < e k - e o - t).ne'
  have hlo : -M - (V o o).re + secondOrder e V o (-M) ≤ 0 := by
    have := secondOrder_mono (V := V) he hM0 le_rfl
    linarith
  have hhi : 0 ≤ 0 - (V o o).re + secondOrder e V o 0 := by linarith
  -- the two sides of the equation cross between `-M` and `0`
  obtain ⟨x, hx, hroot⟩ := intermediate_value_Icc hM0 hcont ⟨hlo, hhi⟩
  have hroot' : x - (V o o).re + secondOrder e V o x = 0 := hroot
  have hxneg : x < 0 := by
    refine lt_of_le_of_ne hx.2 fun h => ?_
    rw [h] at hroot'
    linarith
  refine ⟨x, ⟨hxneg, ?_⟩, ?_⟩
  · unfold IsBWShift
    linarith
  · rintro y ⟨hy, hyroot⟩
    unfold IsBWShift at hyroot
    rcases lt_trichotomy y x with h | h | h
    · have := secondOrder_mono (V := V) he h.le hxneg.le
      linarith
    · exact h
    · have := secondOrder_mono (V := V) he h.le hy.le
      linarith
```

## The pair lies too high

Let $x,y<0$ be shifts of the fragments and $z$ any shift of the pair. Suppose $z\le x+y$. Since both $x$ and $y$ are negative, $z<x$ and $z<y$. Monotonicity gives $S_A(z)\le S_A(x)$ and $S_B(z)\le S_B(y)$, with at least one inequality strict by the coupling. Hence

$$z>\mathrm{Re}\,V_{oo}-S_A(x)+\mathrm{Re}\,W_{pp}-S_B(y)=x+y,$$

a contradiction.

```lean
/-- Size inconsistency of second-order Brillouin-Wigner theory: for two non-interacting fragments
with references below all other levels, at least one of them coupled, and with negative shifts
`x` and `y`, every shift `z` of the composite lies strictly above `x + y`. -/
theorem size_inconsistent (he : IsGround e o) (hf : IsGround f p)
    (hc : Coupled V o ∨ Coupled W p) {x y z : ℝ} (hx : x < 0) (hy : y < 0)
    (hA : IsBWShift e V o x) (hB : IsBWShift f W p y)
    (hAB : IsBWShift (totalLevels e f) (totalPerturbation V W) (o, p) z) : x + y < z := by
  rw [isBWShift_total] at hAB
  unfold IsBWShift at hA hB
  by_contra h
  have hz : z ≤ x + y := not_lt.mp h
  -- a shift this low would enlarge all denominators and so lower the total of the two sums
  have hzx : z < x := by linarith
  have hzy : z < y := by linarith
  have h1 := secondOrder_mono (V := V) he hzx.le hx.le
  have h2 := secondOrder_mono (V := W) hf hzy.le hy.le
  rcases hc with hc | hc
  · have := secondOrder_strictMono he hc hzx hx.le
    linarith
  · have := secondOrder_strictMono hf hc hzy hy.le
    linarith
```

For such fragments, the energy of the pair minus the energies of the separate fragments should be zero, but second-order Brillouin–Wigner theory makes it positive.

If neither reference is coupled, both sums vanish and only the first-order terms remain, which add. With negative fragment shifts, this is the only additive case.

```lean
/-- For references below all other levels and negative fragment shifts, the composite shift is
additive exactly when neither reference is coupled to another state. -/
theorem additive_iff_uncoupled (he : IsGround e o) (hf : IsGround f p)
    {x y z : ℝ} (hx : x < 0) (hy : y < 0)
    (hA : IsBWShift e V o x) (hB : IsBWShift f W p y)
    (hAB : IsBWShift (totalLevels e f) (totalPerturbation V W) (o, p) z) :
    z = x + y ↔ ¬ Coupled V o ∧ ¬ Coupled W p := by
  constructor
  · intro h
    exact ⟨fun hc => (size_inconsistent he hf (Or.inl hc) hx hy hA hB hAB).ne' h,
      fun hc => (size_inconsistent he hf (Or.inr hc) hx hy hA hB hAB).ne' h⟩
  · rintro ⟨hV, hW⟩
    -- without couplings only the first-order terms survive
    have h1 : ∀ t, secondOrder e V o t = 0 := fun t => Finset.sum_eq_zero fun k hk => by
      have h0 : V k o = 0 := by
        by_contra h
        exact hV ⟨k, (Finset.mem_filter.mp hk).2, h⟩
      simp [h0]
    have h2 : ∀ t, secondOrder f W p t = 0 := fun t => Finset.sum_eq_zero fun k hk => by
      have h0 : W k p = 0 := by
        by_contra h
        exact hW ⟨k, (Finset.mem_filter.mp hk).2, h⟩
      simp [h0]
    rw [isBWShift_total, h1, h2] at hAB
    unfold IsBWShift at hA hB
    rw [h1] at hA
    rw [h2] at hB
    linarith
```

If the second fragment is coupled and has $\mathrm{Re}\,W_{pp}\le0$, a negative shift $z$ of the pair still lies below any shift $x$ of the first fragment alone. Let $z<0$ and suppose $x\le z$. Then $S_A(x)\le S_A(z)$ and $S_B(z)>0$, so the equation for the pair gives $z<\mathrm{Re}\,V_{oo}-S_A(x)=x$, a contradiction. Hence $z<x$; here $x$ itself need not be assumed negative.

```lean
/-- A negative composite shift lies strictly below the shift of the first fragment, if both
references lie below all other levels and the second one is coupled and has nonpositive
first-order term. -/
theorem total_lt_fragment (he : IsGround e o) (hf : IsGround f p) (hc : Coupled W p)
    (hW : (W p p).re ≤ 0) {x z : ℝ} (hz : z < 0) (hA : IsBWShift e V o x)
    (hAB : IsBWShift (totalLevels e f) (totalPerturbation V W) (o, p) z) : z < x := by
  rw [isBWShift_total] at hAB
  unfold IsBWShift at hA
  by_contra h
  have h1 := secondOrder_mono (V := V) he (not_lt.mp h) hz.le
  have h2 := secondOrder_pos hf hc hz.le
  linarith

end

end BrillouinWignerSizeConsistency
```

```lean
#print axioms BrillouinWignerSizeConsistency.existsUnique_negative_shift
-- 'BrillouinWignerSizeConsistency.existsUnique_negative_shift' depends on axioms: [propext, Classical.choice, Quot.sound]
#print axioms BrillouinWignerSizeConsistency.size_inconsistent
-- 'BrillouinWignerSizeConsistency.size_inconsistent' depends on axioms: [propext, Classical.choice, Quot.sound]
#print axioms BrillouinWignerSizeConsistency.additive_iff_uncoupled
-- 'BrillouinWignerSizeConsistency.additive_iff_uncoupled' depends on axioms: [propext, Classical.choice, Quot.sound]
#print axioms BrillouinWignerSizeConsistency.total_lt_fragment
-- 'BrillouinWignerSizeConsistency.total_lt_fragment' depends on axioms: [propext, Classical.choice, Quot.sound]
```
